# A quartic double-well magnetic energy has a wrong-spin minimum exactly below a threshold field

After a spin-polarized SCF calculation has converged, a stability check looks at the second derivative of the energy and accepts the solution if no small change lowers it. In the one-variable model below, whenever the field is weak enough, there is a solution magnetized against it that passes this check, although a lower state exists.

## The threshold field and the energy gap

Let m be the spin polarization, h the field, and

E(m) = −a m²/2 + b m⁴/4 − h m, with a, b > 0.

The condition a > 0 says that the unpolarized state is unstable at zero field; b > 0 keeps the energy bounded below. A local minimum with m < 0 exists exactly when

h < h_c = 2 a^(3/2) / (3√(3b)).

If also h > 0, there is a unique global minimum at some M > 0, and

E(M) ≤ E(m) − 2h|m|.

## A converged state that passes the check

A calculation starts from guessed moments, iterates to a stationary state, and may then compute the lowest eigenvalue of the orbital-rotation Hessian. In the model, the curvature 3bm² − a, the second derivative of the energy with respect to m, takes the place of this Hessian.

Take a = 7, b = 1, h = 6, so that h_c ≈ 7.13. The stationary points are −2, −1 and 3. Starting from m = −3, a descent in small steps ends at m = −2, where the curvature is 5 and the check passes. The energy there is 2, while E(3) = −29.25. The gap of 31.25 respects the bound 2h|m| = 24. The check has answered a local question correctly; at this fixed field, a descent in small steps reaches the lower state only from a start on the other side of the barrier, at m > −1.

## From the stationary point to the gap

**Energy around a stationary point.** The slope is E′(m) = bm³ − am − h. If it vanishes, substitute h = bm³ − am into E(y) − E(m). The terms in a combine to −a(y − m)²/2, and those in b to b(y − m)²(y² + 2my + 3m²)/4. Hence

E(y) − E(m) = (y − m)² q(y),

q(y) = (b/4)(y² + 2my + 3m²) − a/2.

**Curvature criterion.** Since q(m) = (3bm² − a)/2, positive curvature makes q positive near m, and m is a local minimum. Suppose instead that 3bm² ≤ a. For m ≠ 0, step towards zero, y = (1 − t)m with 0 < t < 1:

q(y) = (3bm² − a)/2 − (b/4)m² t(4 − t) < 0.

For m = 0, q(y) = by²/4 − a/2 is negative for small y. So m is a local minimum exactly when the slope is zero and the curvature strictly positive.

**Threshold.** Put s = √(a/(3b)), the polarization of zero curvature. Then a = 3bs² and h_c = 2bs³. At a negative minimum, −m > s and h = bm³ − 3bs²m, so

h_c − h = b(−m − s)²(2s − m) > 0.

Conversely, let h < h_c. The slope at −s is h_c − h > 0. With k = |h|/(bs²) and x = 2s + k, the slope at −x is

−bx(x² − 3s²) − h ≤ −bks² − h = −|h| − h ≤ 0,

because x ≥ k and x² − 3s² ≥ s². The slope therefore vanishes at some m < −s, where the curvature 3b(m² − s²) is positive.

**Global minimum.** Let h > 0, r = √(a/b) and k = h/a. The slope is −h at r and at least 2br²k − h = h at r + k, so it vanishes at some M > r. For this M,

q(y) = (b/4)((y + M)² + 2M²) − a/2 ≥ (bM² − a)/2 > 0

for every y, so M is the unique global minimum.

**Gap.** Flipping the spin changes only the field term: E(−m) = E(m) + 2hm = E(m) − 2h|m|. Since E(M) ≤ E(−m), the bound follows.

## The Lean file

```lean
import Mathlib

open Filter Topology

noncomputable section

namespace MagneticMetastability

/-- Energy of the spin polarization `m` in a field `h`, with quadratic coefficient `-a/2`
and quartic coefficient `b/4`. -/
def energy (a b h m : ℝ) : ℝ := -a * m ^ 2 / 2 + b * m ^ 4 / 4 - h * m

/-- The slope of the energy at polarization `m`. -/
def slope (a b h m : ℝ) : ℝ := b * m ^ 3 - a * m - h

/-- The threshold field `2 a^(3/2) / (3 √(3b))`, for `a, b > 0`. -/
def thresholdField (a b : ℝ) : ℝ := 2 * a * √a / (3 * √(3 * b))

/-- The derivative of the energy with respect to the polarization is `slope`. -/
theorem hasDerivAt_energy (a b h m : ℝ) :
    HasDerivAt (energy a b h) (slope a b h m) m := by
  have h2 := ((hasDerivAt_pow 2 m).const_mul (-a)).div_const 2
  have h4 := ((hasDerivAt_pow 4 m).const_mul b).div_const 4
  have h1 := (hasDerivAt_id' m).const_mul h
  refine ((h2.fun_add h4).fun_sub h1).congr_deriv ?_
  unfold slope
  norm_num
  ring

/-- The curvature of the energy at polarization `m` is `3 b m² - a`. -/
theorem hasDerivAt_slope (a b h m : ℝ) :
    HasDerivAt (slope a b h) (3 * b * m ^ 2 - a) m := by
  have h3 := (hasDerivAt_pow 3 m).const_mul b
  have h1 := (hasDerivAt_id' m).const_mul a
  refine ((h3.fun_sub h1).sub_const h).congr_deriv ?_
  norm_num
  ring

/-- Measured from a stationary polarization `m`, the energy is the squared displacement
times a quadratic polynomial. -/
theorem energy_sub_of_stationary {a b h m : ℝ} (hs : slope a b h m = 0) (y : ℝ) :
    energy a b h y - energy a b h m =
      (y - m) ^ 2 * (b / 4 * (y ^ 2 + 2 * m * y + 3 * m ^ 2) - a / 2) := by
  unfold slope at hs
  unfold energy
  linear_combination (y - m) * hs

/-- For `a, b > 0`, a polarization is a local minimum of the energy exactly when the slope
vanishes and the curvature is strictly positive. -/
theorem isLocalMin_iff {a b : ℝ} (ha : 0 < a) (hb : 0 < b) (h m : ℝ) :
    IsLocalMin (energy a b h) m ↔ slope a b h m = 0 ∧ 0 < 3 * b * m ^ 2 - a := by
  constructor
  · intro hmin
    have hs : slope a b h m = 0 := hmin.hasDerivAt_eq_zero (hasDerivAt_energy a b h m)
    refine ⟨hs, ?_⟩
    by_contra hcon
    have hle : 3 * b * m ^ 2 ≤ a := by linarith
    -- in every direction `v` there are small steps that do not lower the energy
    have near : ∀ v c : ℝ, 0 < c →
        ∃ t, 0 < t ∧ t < c ∧ energy a b h m ≤ energy a b h (m + t * v) := by
      intro v c hc
      have hcont : Continuous (fun t : ℝ => m + t * v) := by fun_prop
      have h0 := hcont.tendsto 0
      simp only [zero_mul, add_zero] at h0
      have hm' : ∀ᶠ y in 𝓝 m, energy a b h m ≤ energy a b h y := hmin
      have e1 : ∀ᶠ t in 𝓝[>] (0 : ℝ), energy a b h m ≤ energy a b h (m + t * v) :=
        (h0.mono_left nhdsWithin_le_nhds).eventually hm'
      have e2 : ∀ᶠ t in 𝓝[>] (0 : ℝ), t ∈ Set.Ioo 0 c := Ioo_mem_nhdsGT hc
      obtain ⟨t, ht, htc⟩ := (e1.and e2).exists
      exact ⟨t, htc.1, htc.2, ht⟩
    rcases eq_or_ne m 0 with hm | hm
    · -- at zero polarization any small step lowers the energy
      obtain ⟨t, ht, htc, hE⟩ := near 1 (min 1 (a / b)) (by positivity)
      have ht1 : t < 1 := lt_of_lt_of_le htc (min_le_left _ _)
      have ht2 : t * b < a := (lt_div_iff₀ hb).1 (lt_of_lt_of_le htc (min_le_right _ _))
      have e := energy_sub_of_stationary hs (m + t * 1)
      have hq : b / 4 * t ^ 2 - a / 2 < 0 := by
        nlinarith [mul_pos (mul_pos ht hb) (sub_pos.2 ht1)]
      have hneg := mul_neg_of_pos_of_neg (pow_pos ht 2) hq
      rw [hm] at e hE
      ring_nf at e hE hneg
      linarith
    · -- elsewhere a step towards zero polarization lowers it
      obtain ⟨t, ht, ht1, hE⟩ := near (-m) 1 one_pos
      have e := energy_sub_of_stationary hs (m + t * (-m))
      have h4 : 0 < 4 - t := by linarith
      have hp : 0 < b * m ^ 2 * (t * (4 - t)) := by positivity
      have hq : b / 4 * ((m + t * (-m)) ^ 2 + 2 * m * (m + t * (-m)) + 3 * m ^ 2)
          - a / 2 < 0 := by nlinarith
      have hsq : 0 < (m + t * (-m) - m) ^ 2 := by
        have : (m + t * (-m) - m) ^ 2 = (t * m) ^ 2 := by ring
        rw [this]
        positivity
      linarith [mul_neg_of_pos_of_neg hsq hq]
  · rintro ⟨hs, hcurv⟩
    have hcont : Continuous
        (fun y : ℝ => b / 4 * (y ^ 2 + 2 * m * y + 3 * m ^ 2) - a / 2) := by fun_prop
    have hpos : 0 < b / 4 * (m ^ 2 + 2 * m * m + 3 * m ^ 2) - a / 2 := by nlinarith
    have hev : ∀ᶠ y in 𝓝 m, 0 < b / 4 * (y ^ 2 + 2 * m * y + 3 * m ^ 2) - a / 2 :=
      (hcont.tendsto m).eventually (lt_mem_nhds hpos)
    have goal' : ∀ᶠ y in 𝓝 m, energy a b h m ≤ energy a b h y := by
      filter_upwards [hev] with y hy
      linarith [energy_sub_of_stationary hs y, mul_nonneg (sq_nonneg (y - m)) hy.le]
    exact goal'

/-- For `a, b > 0` there is a polarization `s > 0` with `a = 3 b s²`, and the threshold
field equals `2 b s³`. -/
theorem exists_inflection {a b : ℝ} (ha : 0 < a) (hb : 0 < b) :
    ∃ s, 0 < s ∧ a = 3 * b * s ^ 2 ∧ thresholdField a b = 2 * b * s ^ 3 := by
  have h1 : a = 3 * b * (√a / √(3 * b)) ^ 2 := by
    rw [div_pow, Real.sq_sqrt ha.le, Real.sq_sqrt (by positivity)]
    field_simp
  have h2 : thresholdField a b = 2 / 3 * a * (√a / √(3 * b)) := by
    unfold thresholdField
    ring
  refine ⟨√a / √(3 * b), by positivity, h1, ?_⟩
  rw [h2]
  linear_combination (2 / 3 * (√a / √(3 * b))) * h1

/-- For `a, b > 0`, the energy has a local minimum of negative polarization exactly when
the field is below the threshold field. -/
theorem exists_negative_minimum_iff {a b : ℝ} (ha : 0 < a) (hb : 0 < b) (h : ℝ) :
    (∃ m < 0, IsLocalMin (energy a b h) m) ↔ h < thresholdField a b := by
  obtain ⟨s, hs, has, hc⟩ := exists_inflection ha hb
  rw [hc]
  constructor
  · rintro ⟨m, hm, hmin⟩
    obtain ⟨h0, hcurv⟩ := (isLocalMin_iff ha hb h m).1 hmin
    unfold slope at h0
    subst has
    have h1 : 3 * b * s ^ 2 < 3 * b * (-m) ^ 2 := by nlinarith
    have h2 : s ^ 2 < (-m) ^ 2 := lt_of_mul_lt_mul_left h1 (by positivity)
    have h3 : s < -m := lt_of_pow_lt_pow_left₀ 2 (by linarith) h2
    have h4 : 0 < b * ((-m - s) ^ 2 * (2 * s - m)) :=
      mul_pos hb (mul_pos (pow_pos (by linarith) 2) (by linarith))
    nlinarith
  · intro hlt
    obtain ⟨k, hk0, hk⟩ : ∃ k : ℝ, 0 ≤ k ∧ b * s ^ 2 * k = |h| :=
      ⟨|h| / (b * s ^ 2), by positivity, by field_simp⟩
    -- the slope changes sign between `-(2s + k)` and `-s`
    have hl : slope a b h (-(2 * s + k)) ≤ 0 := by
      have p1 : 0 ≤ b * s ^ 3 := by positivity
      have p2 : 0 ≤ b * s * k ^ 2 := by positivity
      have p3 : 0 ≤ b * k ^ 3 := by positivity
      unfold slope
      rw [has]
      nlinarith [neg_abs_le h, abs_nonneg h]
    have hr : 0 < slope a b h (-s) := by
      unfold slope
      rw [has]
      nlinarith
    have hcont : Continuous (slope a b h) := by
      unfold slope
      fun_prop
    obtain ⟨m, hm, h0⟩ := intermediate_value_Icc
      (show -(2 * s + k) ≤ -s by linarith) hcont.continuousOn ⟨hl, hr.le⟩
    have hne : m ≠ -s := by
      rintro rfl
      linarith
    have hms : m < -s := lt_of_le_of_ne hm.2 hne
    refine ⟨m, by linarith, (isLocalMin_iff ha hb h m).2 ⟨h0, ?_⟩⟩
    have h5 : 0 < b * ((-m - s) * (-m + s)) :=
      mul_pos hb (mul_pos (by linarith) (by linarith))
    rw [has]
    nlinarith

/-- For `a, b > 0` and a positive field, the energy has a unique global minimum, and its
polarization is positive. -/
theorem exists_global_minimum {a b h : ℝ} (ha : 0 < a) (hb : 0 < b) (hh : 0 < h) :
    ∃ M, 0 < M ∧ ∀ y, y ≠ M → energy a b h M < energy a b h y := by
  obtain ⟨r, hr, har⟩ : ∃ r : ℝ, 0 < r ∧ a = b * r ^ 2 := by
    refine ⟨√(a / b), by positivity, ?_⟩
    rw [Real.sq_sqrt (by positivity)]
    field_simp
  obtain ⟨k, hk0, hk⟩ : ∃ k : ℝ, 0 < k ∧ a * k = h :=
    ⟨h / a, by positivity, by field_simp⟩
  have hl : slope a b h r < 0 := by
    unfold slope
    rw [har]
    nlinarith
  have hu : 0 ≤ slope a b h (r + k) := by
    have p1 : 0 < b * r ^ 2 * k := by positivity
    have p2 : 0 < b * r * k ^ 2 := by positivity
    have p3 : 0 < b * k ^ 3 := by positivity
    rw [har] at hk
    unfold slope
    rw [har]
    nlinarith
  have hcont : Continuous (slope a b h) := by
    unfold slope
    fun_prop
  obtain ⟨M, hM, h0⟩ := intermediate_value_Icc
    (show r ≤ r + k by linarith) hcont.continuousOn ⟨hl.le, hu⟩
  have hne : r ≠ M := by
    rintro rfl
    linarith
  have hrM : r < M := lt_of_le_of_ne hM.1 hne
  refine ⟨M, by linarith, fun y hy => ?_⟩
  -- the quadratic factor is positive for every `y`
  have h5 : 0 < b * ((M - r) * (M + r)) :=
    mul_pos hb (mul_pos (by linarith) (by linarith))
  have hq : 0 < b / 4 * (y ^ 2 + 2 * M * y + 3 * M ^ 2) - a / 2 := by
    rw [har]
    nlinarith [mul_nonneg hb.le (sq_nonneg (y + M))]
  have hsq : 0 < (y - M) ^ 2 := by
    have : y - M ≠ 0 := sub_ne_zero.2 hy
    positivity
  linarith [energy_sub_of_stationary h0 y, mul_pos hsq hq]

/-- For `a, b > 0` and a positive field below the threshold, a local minimum of negative
polarization `m` coexists with a unique global minimum of positive polarization, which is
lower in energy by at least `2 h |m|`. -/
theorem wrong_spin_metastable {a b h : ℝ} (ha : 0 < a) (hb : 0 < b) (hh : 0 < h)
    (hlt : h < thresholdField a b) :
    ∃ m M, m < 0 ∧ 0 < M ∧ IsLocalMin (energy a b h) m ∧
      (∀ y, y ≠ M → energy a b h M < energy a b h y) ∧
      energy a b h M ≤ energy a b h m - 2 * h * |m| := by
  obtain ⟨m, hm, hmin⟩ := (exists_negative_minimum_iff ha hb h).2 hlt
  obtain ⟨M, hM, hglob⟩ := exists_global_minimum ha hb hh
  refine ⟨m, M, hm, hM, hmin, hglob, ?_⟩
  -- compare with the spin-flipped state `-m`
  have hflip : energy a b h (-m) = energy a b h m - 2 * h * |m| := by
    rw [abs_of_neg hm]
    unfold energy
    ring
  rw [← hflip]
  rcases eq_or_ne (-m) M with heq | hne
  · rw [heq]
  · exact (hglob (-m) hne).le

end MagneticMetastability
```

```lean
#print axioms MagneticMetastability.hasDerivAt_slope
#print axioms MagneticMetastability.wrong_spin_metastable
```

```
'MagneticMetastability.hasDerivAt_slope' depends on axioms: [propext, Classical.choice, Quot.sound]
'MagneticMetastability.wrong_spin_metastable' depends on axioms: [propext, Classical.choice, Quot.sound]
```

## What the statements say about E(m)

`energy`, `slope` and `thresholdField` are E, E′ and h_c, with a^(3/2) written as `a * √a`. Two derivative theorems tie `slope` and the curvature to the energy. `IsLocalMin (energy a b h) m` means that E(m) ≤ E(y) for all y close enough to m.

`exists_negative_minimum_iff` gives the threshold for every real `h`, negative fields included. `wrong_spin_metastable` adds `0 < h` and provides both minima and the gap.

In the proof, `linear_combination (y - m) * hs` performs the substitution for h in `energy_sub_of_stationary`. Within `isLocalMin_iff`, the auxiliary claim `near` supplies the small step that contradicts non-positive curvature. `exists_inflection` provides s. The stationary points come from `intermediate_value_Icc`, and `nlinarith` closes the polynomial inequalities, given products such as b(−m − s)²(2s − m) as hints. The last theorem compares M with −m, treating the case where they coincide separately.

## Where the conclusion stops

At h = 0 with a = b = 1, the minima at −1 and 1 both have energy −1/4, so a unique global minimum requires h ≠ 0. At a = h = 0 with b = 1, m = 0 is a minimum with zero curvature, so the strict curvature criterion requires a ≠ 0.

The theorems concern real numbers and one collinear moment with fixed coefficients. They do not say which minimum an SCF iteration reaches, nor do they derive a and b from a density functional. The restriction to a collinear moment matters: if m were a vector with the same energy and the coupling −h·m, a moment antiparallel to a nonzero field could lower its energy by rotating, and a stability check that includes such rotations would reject it.
